# A pair de-excitation on two two-level sites has a nonzero fourth nested commutator with the sum of the single excitations, and a zero fifth

Q: Which matrices are we talking about, and which way round is the commutator?

A: Each site has a reference state $|0\rangle$ and an excited state $|1\rangle$. The matrix $s=E_{10}$ has its only nonzero entry, a 1, in row 1 and column 0, so $s|0\rangle=|1\rangle$ and $s|1\rangle=0$. Its transpose $s^{T}$ takes $|1\rangle$ back to $|0\rangle$; the superscript on $s$ always means the transpose and has nothing to do with the operator $T$ below. Two sites are joined by the Kronecker product, with complex amplitudes $t$ and $u$:

$$T=t\,(s\otimes 1)+u\,(1\otimes s),\qquad H=s^{T}\otimes s^{T}.$$

The commutator is $[H,T]=HT-TH$, and the nested ones are $C_0=H$, $C_{k+1}=C_kT-TC_k$. This order goes with the coupled-cluster transform $e^{-T}He^{T}$ and gives its series plus signs throughout.

```lean
import Mathlib

open Matrix
open scoped Kronecker

namespace CoupledClusterFourfold

noncomputable section
```

The recursion makes sense in any ring, so it is defined there.

```lean
/-- The `k`-fold nested commutator `[...[[H, T], T]..., T]`. -/
def nestedComm {A : Type*} [Ring A] (H T : A) : ℕ → A
  | 0 => H
  | k + 1 => nestedComm H T k * T - T * nestedComm H T k
```

The matrices follow. `exc` is $s$, `clusterOp t u` is $T$, and `pairLowering` is $H$. Rows and columns of the two-site matrices are labelled by pairs, one index per site.

```lean
/-- The excitation matrix `E₁₀` of a single two-level site. -/
def exc : Matrix (Fin 2) (Fin 2) ℂ := !![0, 0; 1, 0]

/-- The cluster operator exciting the first site with amplitude `t` and the second with
amplitude `u`. -/
def clusterOp (t u : ℂ) : Matrix (Fin 2 × Fin 2) (Fin 2 × Fin 2) ℂ :=
  t • (exc ⊗ₖ (1 : Matrix (Fin 2) (Fin 2) ℂ)) + u • ((1 : Matrix (Fin 2) (Fin 2) ℂ) ⊗ₖ exc)

/-- The two-body operator that de-excites both sites at once. -/
def pairLowering : Matrix (Fin 2 × Fin 2) (Fin 2 × Fin 2) ℂ := excᵀ ⊗ₖ excᵀ
```

Q: I see 4×4 matrices. Where are the electrons?

A: Take one spin-up and one spin-down electron, each with one occupied and one virtual orbital. The first site is the spin-up electron, the second the spin-down electron. Then $s\otimes 1$ and $1\otimes s$ are the two single excitations, $T$ is a singles cluster operator, and $H$ is the part of a two-body interaction that returns both electrons to their occupied orbitals, with unit strength. That dictionary is my reading of the matrices; the file contains no fermion operators.

Q: Your $H$ is not Hermitian. A Hamiltonian should be.

A: It is one term of a Hamiltonian. Its Hermitian partner is $s\otimes s$, which commutes with $T$ because all the products involved contain $s^2=0$. Adding it changes $C_0$ and none of the later commutators.

Q: Then show me the calculation without Lean.

A: Left and right multiplication by $T$ commute with each other, so the binomial theorem gives

$$C_k=\sum_{j=0}^{k}(-1)^j\binom{k}{j}\,T^{j}HT^{k-j}.$$

Suppose $T^3=0$. In $C_5$ the two exponents add up to 5, so one of them is at least 3 and every term vanishes. In $C_4$ only $j=2$ survives, which leaves $C_4=6\,T^2HT^2$.

Now the model. Since $s^2=0$, the square of $T$ keeps only its cross terms:

$$T^2=t^2\,s^2\otimes 1+2tu\,s\otimes s+u^2\,1\otimes s^2=2tu\,s\otimes s.$$

One more factor gives $T^3=2tu\,(t\,s^2\otimes s+u\,s\otimes s^2)=0$, so the assumption holds. Exciting, de-exciting and exciting a site again amounts to exciting it once, $s\,s^{T}s=s$. Therefore

$$C_4=6\,(2tu)^2\,(s s^{T}s)\otimes(s s^{T}s)=24\,t^2u^2\,s\otimes s.$$

The matrix $s\otimes s$ takes $|00\rangle$ to $|11\rangle$, so it is not zero, and $C_4\neq0$ exactly when $t$ and $u$ are both nonzero. At $t=u=1$ the coefficient is 24.

Q: How does Lean do the first half, where only $T^3=0$ is used?

A: By the same sorting of words in $T$ and $H$, without the binomial formula. In `fifth_eq_zero`, `simp` unfolds the five commutators and multiplies everything out with the brackets moved to the right. The auxiliary facts `h` and `h'` remove any word with three adjacent factors of $T$, at its end or further left.

```lean
/-- If the cube of `T` vanishes, the fifth nested commutator of any `H` with `T` vanishes. -/
theorem fifth_eq_zero {A : Type*} [Ring A] (H T : A) (hT : T * T * T = 0) :
    nestedComm H T 5 = 0 := by
  have h : T * (T * T) = 0 := by rw [← mul_assoc]; exact hT
  have h' : ∀ X, T * (T * (T * X)) = 0 := by
    intro X
    rw [← mul_assoc, ← mul_assoc, hT, zero_mul]
  -- every term has three factors of `T` on one side of `H`
  simp only [nestedComm, sub_mul, mul_sub, neg_mul, mul_neg, mul_assoc, h, h', mul_zero,
    sub_zero, zero_sub, sub_self, neg_zero]
```

For the fourth commutator, the same expansion leaves copies of $T^2HT^2$, and `module` adds up their coefficients to 6.

```lean
/-- If the cube of `T` vanishes, the fourth nested commutator is `6 T² H T²`. -/
theorem fourth_eq {A : Type*} [Ring A] [Algebra ℂ A] (H T : A) (hT : T * T * T = 0) :
    nestedComm H T 4 = (6 : ℂ) • (T * T * H * (T * T)) := by
  have h : T * (T * T) = 0 := by rw [← mul_assoc]; exact hT
  have h' : ∀ X, T * (T * (T * X)) = 0 := by
    intro X
    rw [← mul_assoc, ← mul_assoc, hT, zero_mul]
  simp only [nestedComm, sub_mul, mul_sub, mul_assoc, h, h', mul_zero]
  module
```

Q: Coupled-cluster theory is about $e^{-T}He^{T}$. Is the exponential in the file a real one, or a polynomial under that name?

A: It is Mathlib's matrix exponential, the sum of the full power series. That it stops is proved. If $X^3=0$, all terms from the third power on vanish, and $e^{X}=1+X+\tfrac12X^2$. In the proof, `hz` shows that the terms outside $k=0,1,2$ are zero, and `tsum_eq_sum` turns the infinite sum into a finite one.

```lean
/-- The exponential of a matrix whose cube vanishes stops at second order. -/
theorem exp_of_cube_zero {n : Type*} [Fintype n] [DecidableEq n] (X : Matrix n n ℂ)
    (hX : X * X * X = 0) :
    NormedSpace.exp X = 1 + X + (1 / 2 : ℂ) • (X * X) := by
  have h3 : X ^ 3 = 0 := by rw [pow_three', hX]
  have hz : ∀ k ∉ Finset.range 3, ((k.factorial : ℂ)⁻¹) • X ^ k = 0 := by
    intro k hk
    have hk' : 3 ≤ k := by simpa using hk
    rw [pow_eq_zero_of_le hk' h3, smul_zero]
  rw [NormedSpace.exp_eq_tsum ℂ]
  beta_reduce
  rw [tsum_eq_sum hz]
  simp [Finset.sum_range_succ, Nat.factorial, pow_two]
```

Applied to $T$ and to $-T$, this gives

$$e^{-T}He^{T}=\sum_{j,k\le 2}\frac{(-1)^j}{j!\,k!}\,T^jHT^k.$$

Collect the terms with $j+k=m$. Because $\frac{1}{j!\,k!}=\frac{1}{m!}\binom{m}{j}$, they add up to $C_m/m!$; the words missing from the sum contain $T^3$ and are zero anyway. The largest $m$ is 4, so

$$e^{-T}He^{T}=C_0+C_1+\tfrac12C_2+\tfrac16C_3+\tfrac1{24}C_4.$$

The Lean proof substitutes the two short exponentials, expands both sides into words, and lets `module` compare coefficients.

```lean
/-- If the cube of `T` vanishes, the similarity-transformed operator `e^{-T} H e^{T}` is exactly
the commutator series through fourth order. -/
theorem commutator_expansion {n : Type*} [Fintype n] [DecidableEq n] (H T : Matrix n n ℂ)
    (hT : T * T * T = 0) :
    NormedSpace.exp (-T) * H * NormedSpace.exp T =
      H + nestedComm H T 1 + (1 / 2 : ℂ) • nestedComm H T 2
        + (1 / 6 : ℂ) • nestedComm H T 3 + (1 / 24 : ℂ) • nestedComm H T 4 := by
  have hneg : -T * -T * -T = 0 := by rw [neg_mul_neg, mul_neg, hT, neg_zero]
  have h : T * (T * T) = 0 := by rw [← mul_assoc]; exact hT
  have h' : ∀ X, T * (T * (T * X)) = 0 := by
    intro X
    rw [← mul_assoc, ← mul_assoc, hT, zero_mul]
  rw [exp_of_cube_zero T hT, exp_of_cube_zero (-T) hneg]
  -- expand both sides into words `T^j H T^k` with `j, k ≤ 2` and compare coefficients
  simp only [nestedComm, neg_mul, mul_neg, neg_neg, add_mul, mul_add, sub_mul, mul_sub,
    smul_mul_assoc, mul_smul_comm, one_mul, mul_one, mul_assoc, h, h', mul_zero]
  module
```

Q: Isn't that the well-known termination of the coupled-cluster expansion?

A: It has the same last term but a different reason. The general result concerns Hamiltonians with at most two-body interactions and holds for cluster operators whose cube need not vanish. It rests on how many operators in $H$ can be contracted with factors of $T$. The theorem here accepts any matrix $H$, but asks for $T^3=0$. In the two-site model that condition says that two sites hold at most two excitations.

Q: So everything depends on the model satisfying it. Where is that shown?

A: In `cube_zero_witness` below, which rests on `exc_sq` and `clusterOp_sq`. Two one-site facts come first: `exc_sq` checks $s^2=0$ entry by entry, and `exc_transpose_exc`, which is used later for the fourth commutator, multiplies out $s\,s^{T}s$.

```lean
/-- A site cannot be excited twice. -/
lemma exc_sq : exc * exc = 0 := by
  ext i j
  fin_cases i <;> fin_cases j <;> simp [exc, Matrix.mul_apply, Fin.sum_univ_succ]

/-- Exciting, de-exciting and exciting a site again is the same as exciting it once. -/
lemma exc_transpose_exc : exc * excᵀ * exc = exc := by
  have ht : excᵀ = !![0, 1; 0, 0] := by
    ext i j
    fin_cases i <;> fin_cases j <;> rfl
  rw [ht, exc, Matrix.mul_fin_two, Matrix.mul_fin_two]
  simp
```

The two-site products use $(A\otimes B)(C\otimes D)=AC\otimes BD$, which is `Matrix.mul_kronecker_mul` read from right to left. It reduces each product to one-site products, where `exc_sq` removes the squares. What remains is $T^2=2tu\,s\otimes s$, and then $T^3=0$.

```lean
/-- The square of the cluster operator is the double excitation with weight `2tu`. -/
theorem clusterOp_sq (t u : ℂ) :
    clusterOp t u * clusterOp t u = (2 * t * u) • (exc ⊗ₖ exc) := by
  simp only [clusterOp, add_mul, mul_add, Matrix.smul_mul, Matrix.mul_smul,
    ← Matrix.mul_kronecker_mul, exc_sq, one_mul, mul_one, Matrix.zero_kronecker,
    Matrix.kronecker_zero, smul_zero]
  module

/-- The cube of the two-site cluster operator vanishes. -/
theorem cube_zero_witness (t u : ℂ) :
    clusterOp t u * clusterOp t u * clusterOp t u = 0 := by
  rw [clusterOp_sq]
  simp only [clusterOp, mul_add, Matrix.smul_mul, Matrix.mul_smul,
    ← Matrix.mul_kronecker_mul, exc_sq, mul_one, Matrix.zero_kronecker,
    Matrix.kronecker_zero, smul_zero, add_zero]
```

The fourth commutator now follows as it did by hand: insert $T^2$ into $6\,T^2HT^2$, apply $s\,s^{T}s=s$ on each site, and let `ring` confirm that $6\,(2tu)^2=24t^2u^2$.

```lean
/-- The fourth nested commutator of the pair de-excitation with the cluster operator is
`24 t² u²` times the double excitation. -/
theorem fourth_commutator (t u : ℂ) :
    nestedComm pairLowering (clusterOp t u) 4 = (24 * t ^ 2 * u ^ 2) • (exc ⊗ₖ exc) := by
  rw [fourth_eq _ _ (cube_zero_witness t u), clusterOp_sq]
  simp only [pairLowering, Matrix.smul_mul, Matrix.mul_smul, ← Matrix.mul_kronecker_mul,
    exc_transpose_exc, smul_smul]
  congr 1
  ring
```

Q: A coefficient of 24 means little if the matrix behind it is zero.

A: `double_ne_zero` reads off the entry of $s\otimes s$ in row $(1,1)$ and column $(0,0)$, which is 1. The criterion follows, since a multiple of a nonzero matrix vanishes only if its scalar does.

```lean
/-- The double excitation is not the zero operator. -/
lemma double_ne_zero : exc ⊗ₖ exc ≠ 0 := by
  intro h
  have h1 := congrFun (congrFun h (1, 1)) (0, 0)
  simp [exc, Matrix.kroneckerMap_apply] at h1

/-- The fourth nested commutator is nonzero exactly when both amplitudes are nonzero. -/
theorem fourth_commutator_ne_zero_iff (t u : ℂ) :
    nestedComm pairLowering (clusterOp t u) 4 ≠ 0 ↔ t ≠ 0 ∧ u ≠ 0 := by
  rw [fourth_commutator, ne_eq, smul_eq_zero, or_iff_left double_ne_zero]
  simp
```

Q: Now read me the main statement as a sentence.

A: Let $T=s\otimes1+1\otimes s$, both amplitudes being 1. Then the fourth nested commutator of $s^{T}\otimes s^{T}$ with $T$ equals $24\,s\otimes s$, it is not zero, and the fifth is zero. The statement spells out both operators in terms of `exc`, so you can check it without looking up `clusterOp` or `pairLowering`. The proof identifies this $T$ with `clusterOp 1 1` and quotes the earlier results.

```lean
/-- For `T = s ⊗ 1 + 1 ⊗ s` and `H = sᵀ ⊗ sᵀ` with `s = E₁₀`, the fourth nested commutator is
`24 s ⊗ s`, which is nonzero, and the fifth vanishes. -/
theorem fourfold_term_needed :
    let T := exc ⊗ₖ (1 : Matrix (Fin 2) (Fin 2) ℂ) + (1 : Matrix (Fin 2) (Fin 2) ℂ) ⊗ₖ exc
    nestedComm (excᵀ ⊗ₖ excᵀ) T 4 = (24 : ℂ) • (exc ⊗ₖ exc) ∧
      nestedComm (excᵀ ⊗ₖ excᵀ) T 4 ≠ 0 ∧ nestedComm (excᵀ ⊗ₖ excᵀ) T 5 = 0 := by
  intro T
  have hT : T = clusterOp 1 1 := by
    simp only [T, clusterOp, one_smul]
  rw [hT]
  refine ⟨?_, (fourth_commutator_ne_zero_iff 1 1).2 ⟨one_ne_zero, one_ne_zero⟩,
    fifth_eq_zero _ _ (cube_zero_witness 1 1)⟩
  have h := fourth_commutator 1 1
  rw [one_pow, mul_one, mul_one] at h
  exact h
```

Q: "Needed" is a strong word. A commutator can be nonzero and still make no difference to the sum.

A: That is why there is one more theorem. Since $\tfrac1{24}C_4=t^2u^2\,s\otimes s$, the series through third order differs from the exact transform by precisely this matrix. If either amplitude is zero, the difference disappears.

```lean
/-- The commutator series through third order differs from the exact similarity-transformed
operator by `t² u²` times the double excitation. -/
theorem third_order_error (t u : ℂ) :
    NormedSpace.exp (-clusterOp t u) * pairLowering * NormedSpace.exp (clusterOp t u) =
      pairLowering + nestedComm pairLowering (clusterOp t u) 1
        + (1 / 2 : ℂ) • nestedComm pairLowering (clusterOp t u) 2
        + (1 / 6 : ℂ) • nestedComm pairLowering (clusterOp t u) 3
        + (t ^ 2 * u ^ 2) • (exc ⊗ₖ exc) := by
  rw [commutator_expansion _ _ (cube_zero_witness t u), fourth_commutator]
  module

end

end CoupledClusterFourfold
```

```lean
#print axioms CoupledClusterFourfold.fourth_commutator_ne_zero_iff
-- 'CoupledClusterFourfold.fourth_commutator_ne_zero_iff' depends on axioms: [propext, Classical.choice, Quot.sound]
#print axioms CoupledClusterFourfold.fourfold_term_needed
-- 'CoupledClusterFourfold.fourfold_term_needed' depends on axioms: [propext, Classical.choice, Quot.sound]
#print axioms CoupledClusterFourfold.third_order_error
-- 'CoupledClusterFourfold.third_order_error' depends on axioms: [propext, Classical.choice, Quot.sound]
```

Q: Can I see that difference without any commutators?

A: Yes, in a single matrix element. The exponential gives $e^{T}|00\rangle=|00\rangle+t|10\rangle+u|01\rangle+tu|11\rangle$. Then $H$ keeps only the last component and returns $tu\,|00\rangle$. Finally, the $|11\rangle$ component of $e^{-T}|00\rangle$ is $(-t)(-u)=tu$. Hence

$$\langle 11|e^{-T}He^{T}|00\rangle=t^2u^2.$$

No lower commutator contributes to this element. $H$ removes two excitations and each $T$ adds one, so $C_k$ changes the number of excitations by $k-2$, and going from $|00\rangle$ to $|11\rangle$ takes $k=4$. A series cut after third order would give zero here.

Q: Where would I meet this in an actual calculation?

A: In the doubles equations of coupled cluster with singles and doubles, which contain a term quartic in the singles amplitudes; the model shows that term for two sites, one interaction element of unit strength and no doubles amplitudes. Programs often don't evaluate it as a separate fourfold commutator. They can absorb the singles into transformed integrals or build the term up through intermediates. To check the model's formula numerically, form the 4×4 matrices, compute $e^{-T}He^{T}$, and compare the element above with $t^2u^2$. This tests the formula, not a coupled-cluster program.

Q: What does the statement leave out that I would want in a real molecule?

A: Most of the molecule. There are no orbital energies, no other interaction terms and no fermionic signs. The amplitudes are arbitrary complex numbers, not solutions of the coupled-cluster equations. Nor does the result say how large the fourth-order term is in practice: it is quartic in the amplitudes, so it is small when they are.

Q: Would you have set it up differently if you wanted the general termination?

A: I would have used creation and annihilation operators with their anticommutation relations, a general two-body $H$, and a $T$ made of excitations from occupied to virtual orbitals. The fifth commutator would then have to vanish by counting contractions, for any number of orbitals. Neither theorem contains the other: that one does without $T^3=0$, while `fifth_eq_zero` puts no restriction on $H$. The general proof takes much more bookkeeping of signs and indices, whereas the matrix version keeps the example explicit.

A third site already shows the difference. With $T=s_1+s_2+s_3$, where $s_i$ excites site $i$, one finds $T^3=6\,s_1s_2s_3\neq0$, so `fifth_eq_zero` no longer applies. Yet a short argument by hand still gives a zero fifth commutator for the pair de-excitation on sites 1 and 2. On one site, $[s^{T},s]=s^{T}s-ss^{T}$, the next commutator with $s$ is $-2s$, and the one after that is zero. Each of the two sites can therefore absorb at most two commutators, four in all, and the third site absorbs none.
